# Second-moment bounds for the energy and force-bias caps of phaseless AFQMC

Let walkers be distributed by a fixed probability measure $\mu$, and write $\langle\cdot\rangle$ for the mean over $\mu$. Let $E$ be a real local energy and $v$ a complex force bias, both square-integrable. With all quantities in atomic units, take a time step $dt>0$ and a reference energy $E_T$, and clip $E$ to the window $[E_T-c,\,E_T+c]$ with $c=\sqrt{2/dt}$. Then

$$\bigl|\langle E\rangle-\langle \mathrm{clip}(E)\rangle\bigr|\le \frac{\sqrt{dt/2}}{4}\,\langle (E-E_T)^2\rangle ,\qquad \mathrm{Prob}\bigl(|\sqrt{dt}\,v|>1\bigr)\le dt\,\langle |v|^2\rangle .$$

With $\mu$, $E$, $v$ and $E_T$ held fixed, both right-hand sides vanish as $dt\to0^+$.

## Small overlaps and the two caps

In auxiliary-field quantum Monte Carlo (AFQMC), a walker is a Slater determinant driven by random auxiliary fields. Importance sampling with a trial state shifts each field by an amount proportional to $\sqrt{dt}\,v$, and the local-energy form of the phaseless method updates the walker's weight with the real part of its local energy. Both $E$ and $v$ are ratios with the overlap between trial state and walker in the denominator, so a walker with a small overlap can produce very large values. Caps limit the effect of such walkers on a single step.

A cap also changes the algorithm. The bounds give upper limits on how much it changes a mean, or on how often it acts, in terms of second moments that a simulation can estimate, for one fixed distribution of walkers.

Square-integrability stands for the physical condition that small overlaps are rare enough for these second moments to be finite. It is assumed here, not derived from a Hamiltonian or a trial state.

## The energy removed by clipping

Put $x=E-E_T$ for one walker. If $|x|\le c$, clipping removes nothing. If $|x|>c$, it removes an amount of size $|x|-c$. Expanding $(|x|-2c)^2\ge0$ gives $4c|x|-4c^2\le x^2$, and therefore

$$|x|-c\le\frac{x^2}{4c}.$$

Since $c\sqrt{dt/2}=\sqrt{(2/dt)(dt/2)}=1$, we have $1/(4c)=\sqrt{dt/2}/4$. So in every case

$$|E-\mathrm{clip}(E)|\le (E-E_T)^2\,\frac{\sqrt{dt/2}}{4}.$$

The absolute value of a mean is at most the mean of the absolute value, so averaging over the walkers gives the first bound.

The constant is the best possible at each $dt$. If every walker has $E=E_T+2c$, clipping removes exactly $c$, and the right-hand side is $(2c)^2/(4c)=c$. This example changes with $dt$, so it does not determine how fast the bias of one fixed $E$ decays.

## Large shifts and their cap

The shift $z=\sqrt{dt}\,v$ satisfies $|z|^2=dt\,|v|^2$. When $|z|>1$, also $|z|^2\ge1$, and Markov's inequality gives

$$\mathrm{Prob}(|z|>1)\le\mathrm{Prob}(|z|^2\ge1)\le\langle|z|^2\rangle=dt\,\langle|v|^2\rangle .$$

Now cap the shift radially: leave $z$ alone if $|z|\le1$, and replace it by $z/|z|$ otherwise. In the second case the displacement is $|z|-1$, which is at most $|z|^2/4$ because $(|z|-2)^2\ge0$. Averaging shows that the cap changes the mean shift by at most $dt\,\langle|v|^2\rangle/4$.

## The statement in Lean

The space `Ω` with its probability measure `μ` represents the walker population; normalised non-negative weights can be absorbed into `μ`. The hypotheses `MemLp E 2 μ` and `MemLp v 2 μ` express square-integrability, `∫ ω, E ω ∂μ` is the mean, and `μ.real` gives the probability of an event as a real number.

The definitions fix the conventions:

- `energyCap dt` is $c$, and `clipEnergy ET dt e` is the clipped energy. All quantities are plain numbers, so a system of units such as atomic units has been chosen.
- `fieldShift dt v` is $\sqrt{dt}\,v$, with any sign or factor of $i$ from the propagator absorbed into `v`.
- `capShift z` divides $z$ by $\max(1,|z|)$, which preserves its phase.

The force bias is a single complex number per walker, that is, one component of the vector of auxiliary fields. The energy bound needs `0 < dt`, while the bounds on the shift also allow `dt = 0`.

The measure does not depend on `dt`. In a simulation the walker distribution does depend on the time step, and the caps alter it through later weights and moves. That accumulated effect is not covered, nor are the Trotter error and the phaseless constraint.

## The Lean file

```lean
import Mathlib

open MeasureTheory Filter Topology

namespace PhaselessAFQMCCaps

noncomputable section

/-- The half-width `√(2/dt)` of the window allowed for the local energy. -/
def energyCap (dt : ℝ) : ℝ := √(2 / dt)

/-- The local energy `e` clipped to the window of half-width `energyCap dt` around `ET`. -/
def clipEnergy (ET dt e : ℝ) : ℝ :=
  max (ET - energyCap dt) (min e (ET + energyCap dt))

/-- The shift `√dt v` of the auxiliary field produced by the force bias `v`. -/
def fieldShift (dt : ℝ) (v : ℂ) : ℂ := ((√dt : ℝ) : ℂ) * v

/-- The shift `z` scaled back radially to the unit disc when its modulus exceeds one. -/
def capShift (z : ℂ) : ℂ := (max 1 ‖z‖)⁻¹ • z

variable {Ω : Type*} [MeasurableSpace Ω] {μ : Measure Ω} [IsProbabilityMeasure μ]

/-- The energy cap and `√(dt/2)` are reciprocal to each other. -/
theorem energyCap_mul_sqrt {dt : ℝ} (hdt : 0 < dt) : energyCap dt * √(dt / 2) = 1 := by
  unfold energyCap
  rw [← Real.sqrt_mul (by positivity), show 2 / dt * (dt / 2) = 1 by field_simp,
    Real.sqrt_one]

/-- For a single walker, the energy removed by clipping is at most quadratic in the
deviation of the local energy from `ET`. -/
theorem abs_sub_clipEnergy_le {dt : ℝ} (hdt : 0 < dt) (ET e : ℝ) :
    |e - clipEnergy ET dt e| ≤ (e - ET) ^ 2 * (√(dt / 2) / 4) := by
  have h1 := energyCap_mul_sqrt hdt
  have hc : 0 < energyCap dt := Real.sqrt_pos.2 (by positivity)
  unfold clipEnergy
  generalize energyCap dt = c at h1 hc ⊢
  have hconv : (e - ET) ^ 2 * (√(dt / 2) / 4) = (e - ET) ^ 2 / (4 * c) := by
    rw [eq_div_iff (by positivity)]
    linear_combination (e - ET) ^ 2 * h1
  rw [hconv, le_div_iff₀ (by positivity)]
  -- below, inside and above the window
  rcases le_total e (ET + c) with h | h
  · rw [min_eq_left h]
    rcases le_total (ET - c) e with h' | h'
    · rw [max_eq_right h', sub_self, abs_zero, zero_mul]
      positivity
    · rw [max_eq_left h', abs_of_nonpos (by linarith)]
      nlinarith [sq_nonneg (e - ET + 2 * c)]
  · rw [min_eq_right h, max_eq_right (by linarith), abs_of_nonneg (by linarith)]
    nlinarith [sq_nonneg (e - ET - 2 * c)]

/-- The bias of the mean local energy caused by clipping is at most the mean square
deviation from `ET` times `√(dt/2)/4`. -/
theorem clipped_energy_bias_le {E : Ω → ℝ} (hE : MemLp E 2 μ) (ET : ℝ) {dt : ℝ}
    (hdt : 0 < dt) :
    |(∫ ω, E ω ∂μ) - ∫ ω, clipEnergy ET dt (E ω) ∂μ|
      ≤ (∫ ω, (E ω - ET) ^ 2 ∂μ) * (√(dt / 2) / 4) := by
  have hE1 : Integrable E μ := hE.integrable (by norm_num)
  have hclip : Integrable (fun ω => clipEnergy ET dt (E ω)) μ :=
    (integrable_const (ET - energyCap dt)).sup
      (hE1.inf (integrable_const (ET + energyCap dt)))
  have hsq : Integrable (fun ω => (E ω - ET) ^ 2) μ :=
    (hE.sub (memLp_const ET)).integrable_sq
  rw [← integral_sub hE1 hclip, ← integral_mul_const]
  -- average the bound for a single walker
  exact abs_integral_le_integral_abs.trans
    (integral_mono (hE1.sub hclip).abs (hsq.mul_const _)
      fun ω => abs_sub_clipEnergy_le hdt ET (E ω))

/-- The constant local energy `ET + 2 * energyCap dt` attains equality in the bound on the clipping
bias. -/
theorem clipped_energy_bias_sharp (μ : Measure Ω) [IsProbabilityMeasure μ] (ET : ℝ)
    {dt : ℝ} (hdt : 0 < dt) :
    |(∫ _ω : Ω, (ET + 2 * energyCap dt) ∂μ)
        - ∫ _ω : Ω, clipEnergy ET dt (ET + 2 * energyCap dt) ∂μ|
      = (∫ _ω : Ω, (ET + 2 * energyCap dt - ET) ^ 2 ∂μ) * (√(dt / 2) / 4) := by
  have h1 := energyCap_mul_sqrt hdt
  have hc : 0 < energyCap dt := Real.sqrt_pos.2 (by positivity)
  have hclip : clipEnergy ET dt (ET + 2 * energyCap dt) = ET + energyCap dt := by
    unfold clipEnergy
    rw [min_eq_right (by linarith), max_eq_right (by linarith)]
  simp only [integral_const, probReal_univ, one_smul]
  rw [hclip, show ET + 2 * energyCap dt - (ET + energyCap dt) = energyCap dt by ring,
    abs_of_pos hc]
  linear_combination (-energyCap dt) * h1

/-- The mean clipped energy tends to the mean local energy as the time step tends to
zero. -/
theorem tendsto_clipped_energy {E : Ω → ℝ} (hE : MemLp E 2 μ) (ET : ℝ) :
    Tendsto (fun dt => ∫ ω, clipEnergy ET dt (E ω) ∂μ) (𝓝[>] 0) (𝓝 (∫ ω, E ω ∂μ)) := by
  rw [tendsto_iff_norm_sub_tendsto_zero]
  refine squeeze_zero' (g := fun dt => (∫ ω, (E ω - ET) ^ 2 ∂μ) * (√(dt / 2) / 4))
    (Eventually.of_forall fun _ => norm_nonneg _) ?_ ?_
  · filter_upwards [self_mem_nhdsWithin] with dt hdt
    rw [Real.norm_eq_abs, abs_sub_comm]
    exact clipped_energy_bias_le hE ET hdt
  · exact (Continuous.tendsto' (by fun_prop) 0 0 (by simp)).mono_left nhdsWithin_le_nhds

/-- The squared modulus of the field shift is `dt` times that of the force bias. -/
theorem norm_fieldShift_sq {dt : ℝ} (hdt : 0 ≤ dt) (v : ℂ) :
    ‖fieldShift dt v‖ ^ 2 = dt * ‖v‖ ^ 2 := by
  rw [fieldShift, norm_mul, Complex.norm_real, Real.norm_eq_abs,
    abs_of_nonneg (Real.sqrt_nonneg dt), mul_pow, Real.sq_sqrt hdt]

/-- The probability that the field shift exceeds modulus one is at most `dt` times the
mean square force bias. -/
theorem prob_large_shift_le {v : Ω → ℂ} (hv : MemLp v 2 μ) {dt : ℝ} (hdt : 0 ≤ dt) :
    μ.real {ω | 1 < ‖fieldShift dt (v ω)‖} ≤ dt * ∫ ω, ‖v ω‖ ^ 2 ∂μ := by
  have hint : Integrable (fun ω => dt * ‖v ω‖ ^ 2) μ := hv.norm.integrable_sq.const_mul dt
  -- Markov's inequality for the squared modulus of the shift
  have hM := mul_meas_ge_le_integral_of_nonneg
    (Eventually.of_forall fun ω => by positivity) hint 1
  rw [one_mul, integral_const_mul] at hM
  refine le_trans (measureReal_mono ?_) hM
  intro ω hω
  have h : 1 < ‖fieldShift dt (v ω)‖ := hω
  change 1 ≤ dt * ‖v ω‖ ^ 2
  rw [← norm_fieldShift_sq hdt]
  nlinarith

/-- The probability that the field shift exceeds modulus one tends to zero with the time
step. -/
theorem tendsto_prob_large_shift {v : Ω → ℂ} (hv : MemLp v 2 μ) :
    Tendsto (fun dt => μ.real {ω | 1 < ‖fieldShift dt (v ω)‖}) (𝓝[>] 0) (𝓝 0) := by
  refine squeeze_zero' (g := fun dt => dt * ∫ ω, ‖v ω‖ ^ 2 ∂μ)
    (Eventually.of_forall fun _ => measureReal_nonneg) ?_ ?_
  · filter_upwards [self_mem_nhdsWithin] with dt hdt
    exact prob_large_shift_le hv (le_of_lt hdt)
  · exact (Continuous.tendsto' (by fun_prop) 0 0 (by simp)).mono_left nhdsWithin_le_nhds

/-- Capping a shift `z` to the unit disc displaces it by at most `|z|²/4`. -/
theorem norm_sub_capShift_le (z : ℂ) : ‖z - capShift z‖ ≤ ‖z‖ ^ 2 / 4 := by
  unfold capShift
  rcases le_total ‖z‖ 1 with h | h
  · rw [max_eq_left h, inv_one, one_smul, sub_self, norm_zero]
    positivity
  · have hr : 0 < ‖z‖ := by linarith
    have hz : z - ‖z‖⁻¹ • z = (1 - ‖z‖⁻¹) • z := by rw [sub_smul, one_smul]
    rw [max_eq_right h, hz, norm_smul, Real.norm_eq_abs,
      abs_of_nonneg (sub_nonneg.2 (inv_le_one_of_one_le₀ h)), sub_mul, one_mul,
      inv_mul_cancel₀ hr.ne']
    nlinarith [sq_nonneg (‖z‖ - 2)]

/-- Capping the field shift to the unit disc changes its mean by at most `dt/4` times the
mean square force bias. -/
theorem capped_shift_bias_le {v : Ω → ℂ} (hv : MemLp v 2 μ) {dt : ℝ} (hdt : 0 ≤ dt) :
    ‖(∫ ω, fieldShift dt (v ω) ∂μ) - ∫ ω, capShift (fieldShift dt (v ω)) ∂μ‖
      ≤ dt / 4 * ∫ ω, ‖v ω‖ ^ 2 ∂μ := by
  have hs : Integrable (fun ω => fieldShift dt (v ω)) μ :=
    (hv.integrable (by norm_num)).const_mul _
  have hpos : ∀ z : ℂ, 0 < max 1 ‖z‖ := fun z => lt_of_lt_of_le one_pos (le_max_left _ _)
  have hcont : Continuous capShift :=
    ((continuous_const.max continuous_norm).inv₀ fun z => (hpos z).ne').smul continuous_id
  -- the capped shift is bounded by one, hence integrable
  have hcap : Integrable (fun ω => capShift (fieldShift dt (v ω))) μ := by
    refine Integrable.of_bound (hcont.comp_aestronglyMeasurable hs.aestronglyMeasurable) 1
      (Eventually.of_forall fun ω => ?_)
    rw [capShift, norm_smul, norm_inv, Real.norm_eq_abs, abs_of_pos (hpos _),
      inv_mul_le_iff₀ (hpos _), mul_one]
    exact le_max_right _ _
  rw [← integral_sub hs hcap, ← integral_const_mul]
  refine (norm_integral_le_integral_norm _).trans
    (integral_mono (hs.sub hcap).norm (hv.norm.integrable_sq.const_mul _) fun ω => ?_)
  have h := norm_sub_capShift_le (fieldShift dt (v ω))
  rw [norm_fieldShift_sq hdt] at h
  change ‖fieldShift dt (v ω) - capShift (fieldShift dt (v ω))‖ ≤ dt / 4 * ‖v ω‖ ^ 2
  linarith

end

end PhaselessAFQMCCaps
```

```lean
#print axioms PhaselessAFQMCCaps.clipped_energy_bias_sharp
#print axioms PhaselessAFQMCCaps.tendsto_clipped_energy
#print axioms PhaselessAFQMCCaps.tendsto_prob_large_shift
#print axioms PhaselessAFQMCCaps.capped_shift_bias_le
```

```
'PhaselessAFQMCCaps.clipped_energy_bias_sharp' depends on axioms: [propext, Classical.choice, Quot.sound]
'PhaselessAFQMCCaps.tendsto_clipped_energy' depends on axioms: [propext, Classical.choice, Quot.sound]
'PhaselessAFQMCCaps.tendsto_prob_large_shift' depends on axioms: [propext, Classical.choice, Quot.sound]
'PhaselessAFQMCCaps.capped_shift_bias_le' depends on axioms: [propext, Classical.choice, Quot.sound]
```

## How the energy proof runs

`energyCap_mul_sqrt` proves $c\sqrt{dt/2}=1$. In `abs_sub_clipEnergy_le`, the `generalize` step then replaces the square root $c$ by a positive variable, keeping only this identity. The auxiliary fact `hconv` rewrites the bound as $x^2/(4c)$, and the proof splits into energies below, inside and above the window. The hints `sq_nonneg (e - ET + 2 * c)` and `sq_nonneg (e - ET - 2 * c)` are the square $(|x|-2c)^2$ for the two signs of $x$.

`clipped_energy_bias_le` averages this estimate. `clipped_energy_bias_sharp` evaluates both sides for the constant energy $E_T+2c$.

For the limit, `tendsto_clipped_energy` squeezes the distance between the two means between zero and the bound. The filter `𝓝[>] 0` expresses $dt\to0^+$, and the bound tends to zero because it is continuous in `dt` and vanishes at `dt = 0`.

## How the shift proof runs

`norm_fieldShift_sq` is the identity $|z|^2=dt\,|v|^2$. In `prob_large_shift_le`, Mathlib's Markov inequality `mul_meas_ge_le_integral_of_nonneg` is applied at threshold 1 to $dt\,|v|^2$. The remaining lines show that the event $|z|>1$ lies inside the event $dt\,|v|^2\ge1$. `tendsto_prob_large_shift` is a squeeze of the same kind as for the energy.

`norm_sub_capShift_le` treats $|z|\le1$ and $|z|\ge1$ separately and uses $(|z|-2)^2\ge0$ in the second case. `capped_shift_bias_le` averages the result. The capped shift is integrable because it is a continuous function of the shift and its modulus never exceeds one.

## A closer look at `integral_mono`

Both bias bounds pass from one walker to the population through `integral_mono`. It takes three arguments: integrability of the smaller function, integrability of the larger one, and the pointwise inequality. The integrability conditions matter because Mathlib assigns the value zero to the integral of a non-integrable function, so a pointwise inequality alone would not order the integrals.

In `clipped_energy_bias_le` the smaller function is $|E-\mathrm{clip}(E)|$. It is integrable because $E$ is, and because the clipped energy is a maximum and minimum of integrable functions, which is what `.sup` and `.inf` express. The larger function is a multiple of $(E-E_T)^2$, and its integrability is where the square-integrability of $E$ is needed in full. The third argument is `abs_sub_clipEnergy_le`, applied at each `ω`.

The capped-shift proof has the same structure, with the modulus of a complex difference in place of the absolute value and $|v|^2$ as the quadratic function.
